# Born stability criteria for a cubic crystal

A crystal at rest under no external load is given a small homogeneous strain. The energy has no term linear in the strain, so the leading change is quadratic, and a quadratic form that is negative for some strain means the crystal lowers its energy by deforming. For cubic symmetry three constants fix this form. With the strain as a Voigt vector $e=(e_1,\dots,e_6)$, twice the energy density is

$$W(e)=C_{11}(e_1^2+e_2^2+e_3^2)+2C_{12}(e_1e_2+e_2e_3+e_1e_3)+C_{44}(e_4^2+e_5^2+e_6^2).$$

The result is that $W(e)>0$ for every $e\neq0$ if and only if $C_{11}-C_{12}$, $C_{11}+2C_{12}$ and $C_{44}$ are all positive. The name Born criteria also covers the other crystal classes, which are not treated here. Elastic constants fitted to electronic-structure energies of strained cells, with the atoms relaxed in each cell, can be checked against these three inequalities, which test an unloaded cubic crystal against homogeneous strain at quadratic order only.

## Hypotheses built into the definitions

```lean
import Mathlib

open Matrix

namespace CubicElasticStability
```

Cubic symmetry, with coordinate axes along the cube axes, is assumed through the shape of the form and is not derived from a point group. The truncation at second order and the absence of load enter the same way. A strain is any `e : Fin 6 → ℝ`, with Lean indices 0 to 5 standing for Voigt indices 1 to 6, and the three constants are arbitrary reals.

```lean
/-- The elastic quadratic form of a cubic crystal (twice the energy density) for a strain
in Voigt notation: components `0, 1, 2` are normal strains, `3, 4, 5` are shears. -/
def cubicEnergy (C11 C12 C44 : ℝ) (e : Fin 6 → ℝ) : ℝ :=
  C11 * (e 0 ^ 2 + e 1 ^ 2 + e 2 ^ 2) + 2 * C12 * (e 0 * e 1 + e 1 * e 2 + e 0 * e 2)
    + C44 * (e 3 ^ 2 + e 4 ^ 2 + e 5 ^ 2)
```

The reading of $W$ as twice the energy density fixes $e_4,e_5,e_6$ as engineering shears, twice the off-diagonal entries of the strain tensor. With the tensor entries themselves the last coefficient would be $4C_{44}$, and the sign conditions would be the same. The stress is $\sigma=Ce$, written `*ᵥ`, with $C$ the Voigt matrix.

```lean
/-- The stiffness matrix of a cubic crystal in Voigt notation; it maps strain to stress. -/
def cubicStiffness (C11 C12 C44 : ℝ) : Matrix (Fin 6) (Fin 6) ℝ :=
  !![C11, C12, C12, 0, 0, 0;
     C12, C11, C12, 0, 0, 0;
     C12, C12, C11, 0, 0, 0;
     0, 0, 0, C44, 0, 0;
     0, 0, 0, 0, C44, 0;
     0, 0, 0, 0, 0, C44]
```

Three test strains are named: $(1,1,1,0,0,0)$, $(1,-1,0,0,0,0)$ and $(0,0,0,1,0,0)$. Their unit size is harmless because $W(te)=t^2W(e)$.

```lean
/-- Equal unit stretch along the three cube axes. -/
def hydrostatic : Fin 6 → ℝ := ![1, 1, 1, 0, 0, 0]

/-- Unit stretch along the first cube axis and unit compression along the second. -/
def orthorhombic : Fin 6 → ℝ := ![1, -1, 0, 0, 0, 0]

/-- A unit shear in the first Voigt shear component. -/
def pureShear : Fin 6 → ℝ := ![0, 0, 0, 1, 0, 0]
```

## Identities that need no hypothesis

The stress components are $\sigma_1=C_{11}e_1+C_{12}(e_2+e_3)$, its two permutations, and $\sigma_k=C_{44}e_k$ for the shears. In $\sum_i e_i\sigma_i$ each product $e_ie_j$ of different normal strains occurs twice, so $W(e)=e\cdot Ce$. The proof writes out the six-term sums and closes with `ring`.

```lean
/-- The cubic energy is the strain contracted with the stress it produces. -/
theorem energy_eq_strain_dot_stress (C11 C12 C44 : ℝ) (e : Fin 6 → ℝ) :
    cubicEnergy C11 C12 C44 e = e ⬝ᵥ (cubicStiffness C11 C12 C44 *ᵥ e) := by
  simp only [cubicEnergy, Matrix.mulVec, dotProduct, Fin.sum_univ_six]
  simp [cubicStiffness]
  ring
```

For the hydrostatic strain $\sigma_1=C_{11}+2C_{12}$. For a traceless normal strain $e_2+e_3=-e_1$, so $\sigma_1=(C_{11}-C_{12})e_1$, and likewise for the other two axes. The next theorem checks these three scalings component by component, with traceless strains parametrised as $(a,b,-(a+b),0,0,0)$. It identifies the three moduli as the factors by which $C$ multiplies these strains, and the later proofs do not use it.

```lean
/-- The stiffness matrix multiplies the hydrostatic strain by `C11 + 2 C12`, every traceless
normal strain by `C11 - C12`, and every shear strain by `C44`. -/
theorem stiffness_on_modes (C11 C12 C44 a b p q r : ℝ) :
    cubicStiffness C11 C12 C44 *ᵥ hydrostatic = (C11 + 2 * C12) • hydrostatic ∧
    cubicStiffness C11 C12 C44 *ᵥ ![a, b, -(a + b), 0, 0, 0]
      = (C11 - C12) • ![a, b, -(a + b), 0, 0, 0] ∧
    cubicStiffness C11 C12 C44 *ᵥ ![0, 0, 0, p, q, r] = C44 • ![0, 0, 0, p, q, r] := by
  refine ⟨?_, ?_, ?_⟩ <;> ext i <;> fin_cases i <;>
    simp [cubicStiffness, hydrostatic, Matrix.mulVec, dotProduct, Fin.sum_univ_succ] <;>
    ring
```

To complete the squares, put $S=e_1^2+e_2^2+e_3^2$, $P=e_1e_2+e_2e_3+e_1e_3$, $s=e_1+e_2+e_3$ and $D=(e_1-e_2)^2+(e_2-e_3)^2+(e_1-e_3)^2$. Then $s^2=S+2P$ and $D=2S-2P$. Adding gives $S=(s^2+D)/3$, and so $2P=s^2-S=(2s^2-D)/3$. Substituting in $C_{11}S+2C_{12}P$,

$$W=\frac{C_{11}+2C_{12}}{3}\,s^2+\frac{C_{11}-C_{12}}{3}\,D+C_{44}(e_4^2+e_5^2+e_6^2).$$

```lean
/-- The cubic energy is the sum of a volume part weighted by `C11 + 2 C12`, a deviatoric
normal part weighted by `C11 - C12`, and a shear part weighted by `C44`. -/
theorem energy_decomposition (C11 C12 C44 : ℝ) (e : Fin 6 → ℝ) :
    cubicEnergy C11 C12 C44 e =
      (C11 + 2 * C12) / 3 * (e 0 + e 1 + e 2) ^ 2
      + (C11 - C12) / 3 * ((e 0 - e 1) ^ 2 + (e 1 - e 2) ^ 2 + (e 0 - e 2) ^ 2)
      + C44 * (e 3 ^ 2 + e 4 ^ 2 + e 5 ^ 2) := by
  unfold cubicEnergy
  ring
```

Each test strain leaves one term. The orthorhombic strain has $s=0$ and $D=4+1+1=6$, so $W=2(C_{11}-C_{12})$. The hydrostatic strain has $s=3$ and $D=0$, so $W=3(C_{11}+2C_{12})$. The pure shear has $W=C_{44}$. The Lean proof evaluates the definition directly.

```lean
/-- The orthorhombic, hydrostatic and pure shear strains have energies `2 (C11 - C12)`,
`3 (C11 + 2 C12)` and `C44`. -/
theorem energy_of_modes (C11 C12 C44 : ℝ) :
    cubicEnergy C11 C12 C44 orthorhombic = 2 * (C11 - C12) ∧
    cubicEnergy C11 C12 C44 hydrostatic = 3 * (C11 + 2 * C12) ∧
    cubicEnergy C11 C12 C44 pureShear = C44 := by
  refine ⟨?_, ?_, ?_⟩ <;>
    simp [cubicEnergy, orthorhombic, hydrostatic, pureShear] <;>
    ring
```

## The three sign conditions

The condition on $C_{11}+2C_{12}$, three times the bulk modulus, says that the crystal resists a change of volume, since $s$ is the relative volume change to first order. By hand it makes the term in $s^2$ nonnegative. If it fails, as for $C_{11}=1$, $C_{12}=-1$, $C_{44}=1$ where the other two moduli are positive, the hydrostatic strain has $W=-3$.

The condition on $C_{11}-C_{12}$ says that the crystal resists volume-preserving stretches along the cube axes, and it controls the term in $D$. Positive $C_{11}$, $C_{44}$ and bulk modulus do not replace it: for $C_{11}=1$, $C_{12}=2$, $C_{44}=1$ the orthorhombic strain has $W=-2$.

The condition on $C_{44}$ says that the crystal resists changes of the angles between the cube axes, and it controls the last term. A negative $C_{44}$ gives the pure shear a negative energy whatever $C_{11}$ and $C_{12}$ are. These numerical examples, and those below, are arithmetic done by hand and have no Lean counterpart.

The weak form comes first: $W(e)\ge0$ for all $e$ if and only if the three moduli are nonnegative. In the forward direction `H` is applied to each test strain, and `linarith` combines the result with `ho`, `hh` or `hs` to give one modulus each. In the reverse direction `h2`, `h1` and `h3` are the signs of the volume, deviatoric and shear weights in the decomposition, and `positivity` supplies the sign of the squares.

```lean
/-- The cubic energy is nonnegative for all strains if and only if `C11 - C12`,
`C11 + 2 C12` and `C44` are nonnegative. -/
theorem energy_nonneg_iff (C11 C12 C44 : ℝ) :
    (∀ e, 0 ≤ cubicEnergy C11 C12 C44 e) ↔
      0 ≤ C11 - C12 ∧ 0 ≤ C11 + 2 * C12 ∧ 0 ≤ C44 := by
  obtain ⟨ho, hh, hs⟩ := energy_of_modes C11 C12 C44
  constructor
  · -- each test strain probes one modulus
    intro H
    exact ⟨by linarith [H orthorhombic], by linarith [H hydrostatic],
      by linarith [H pureShear]⟩
  · -- a sum of squares with nonnegative weights
    rintro ⟨h1, h2, h3⟩ e
    rw [energy_decomposition]
    exact add_nonneg
      (add_nonneg (mul_nonneg (div_nonneg h2 (by norm_num)) (by positivity))
        (mul_nonneg (div_nonneg h1 (by norm_num)) (by positivity)))
      (mul_nonneg h3 (by positivity))
```

## The threshold $m$

A quantitative version asks when $m\,|e|^2\le W(e)$ for all $e$, with $m$ any real number and $|e|^2=\sum_i e_i^2$ written `e ⬝ᵥ e`. Subtracting $m|e|^2$ lowers the coefficient of every squared component by $m$, so $W-m|e|^2$ is the cubic form with constants $C_{11}-m$, $C_{12}$, $C_{44}-m$. Its moduli are the old ones less $m$, and the weak criterion gives $m\le C_{11}-C_{12}$, $m\le C_{11}+2C_{12}$ and $m\le C_{44}$. The step `shift` is the subtraction, and `h` is the weak criterion for the shifted constants. Since the statement is an equivalence, the smallest modulus is the largest admissible $m$. The Voigt convention matters here: $|e|^2$ is the squared Euclidean length of the six-vector, which weights the shears twice as heavily as $\sum_{ij}\varepsilon_{ij}^2$ does.

```lean
/-- The cubic energy is at least `m` times the squared length of the Voigt strain vector, for
all strains, if and only if `m` is at most each of `C11 - C12`, `C11 + 2 C12` and `C44`. -/
theorem energy_lower_bound_iff (C11 C12 C44 m : ℝ) :
    (∀ e, m * (e ⬝ᵥ e) ≤ cubicEnergy C11 C12 C44 e) ↔
      m ≤ C11 - C12 ∧ m ≤ C11 + 2 * C12 ∧ m ≤ C44 := by
  -- subtracting `m |e|²` lowers the diagonal constants `C11` and `C44` by `m`
  have shift : ∀ e, cubicEnergy (C11 - m) C12 (C44 - m) e
      = cubicEnergy C11 C12 C44 e - m * (e ⬝ᵥ e) := by
    intro e
    simp only [cubicEnergy, dotProduct, Fin.sum_univ_six]
    ring
  have h := energy_nonneg_iff (C11 - m) C12 (C44 - m)
  constructor
  · intro H
    obtain ⟨h1, h2, h3⟩ := h.1 (fun e => by rw [shift]; linarith [H e])
    exact ⟨by linarith, by linarith, by linarith⟩
  · rintro ⟨h1, h2, h3⟩ e
    have h4 := h.2 ⟨by linarith, by linarith, by linarith⟩ e
    rw [shift] at h4
    linarith
```

## Nonzero strain and strict inequalities

The main theorem reads: for all real $C_{11},C_{12},C_{44}$, the energy is positive on every strain with `e ≠ 0` exactly when the three moduli are positive. The restriction excludes the undeformed crystal. Without it the left side would be false for all constants, since $W(0)=0$.

For necessity the restriction is an obligation, because each test strain must be shown to be nonzero before `H` applies to it. This is `no`, `nh` and `ns`, each reading off one component equal to 1. Then $2(C_{11}-C_{12})>0$, $3(C_{11}+2C_{12})>0$ and $C_{44}>0$.

For sufficiency it is an assumption. Let $m$ be the smallest modulus. The three strict conditions give $m>0$, which is `hm` and their only use. The lower bound gives $m|e|^2\le W(e)$, which is `hb`. A nonzero $e$ has a nonzero component, so $|e|^2>0$, which is `hn` and the only use of `he`. Hence $0<m|e|^2\le W(e)$. Strictness cannot be relaxed: with $C_{44}=0$ and the other two moduli positive, the pure shear costs no energy at this order, and the quadratic form leaves stability undecided.

```lean
/-- Born stability criteria for a cubic crystal: the energy is positive for every nonzero
strain if and only if `C11 - C12`, `C11 + 2 C12` and `C44` are positive. -/
theorem born_stability_cubic (C11 C12 C44 : ℝ) :
    (∀ e, e ≠ 0 → 0 < cubicEnergy C11 C12 C44 e) ↔
      0 < C11 - C12 ∧ 0 < C11 + 2 * C12 ∧ 0 < C44 := by
  constructor
  · -- necessity from the three nonzero test strains
    intro H
    obtain ⟨ho, hh, hs⟩ := energy_of_modes C11 C12 C44
    have no : orthorhombic ≠ 0 := by
      intro h
      have h0 := congrFun h 0
      simp [orthorhombic] at h0
    have nh : hydrostatic ≠ 0 := by
      intro h
      have h0 := congrFun h 0
      simp [hydrostatic] at h0
    have ns : pureShear ≠ 0 := by
      intro h
      have h0 := congrFun h 3
      simp [pureShear] at h0
    exact ⟨by linarith [H _ no], by linarith [H _ nh], by linarith [H _ ns]⟩
  · -- sufficiency from the lower bound with the smallest modulus
    rintro ⟨h1, h2, h3⟩ e he
    have hm : 0 < min (C11 - C12) (min (C11 + 2 * C12) C44) := lt_min h1 (lt_min h2 h3)
    have hb := (energy_lower_bound_iff C11 C12 C44
      (min (C11 - C12) (min (C11 + 2 * C12) C44))).2
      ⟨min_le_left _ _, (min_le_right _ _).trans (min_le_left _ _),
        (min_le_right _ _).trans (min_le_right _ _)⟩ e
    have hn : 0 < e ⬝ᵥ e := by
      obtain ⟨i, hi⟩ := Function.ne_iff.1 he
      have hi' : e i ≠ 0 := hi
      unfold dotProduct
      exact Finset.sum_pos' (fun j _ => mul_self_nonneg (e j))
        ⟨i, Finset.mem_univ i, mul_self_pos.2 hi'⟩
    exact lt_of_lt_of_le (mul_pos hm hn) hb
```

## Symmetry of the stiffness matrix

Mathlib's `PosDef` asks for a Hermitian matrix, which over the reals means a symmetric one, and for $e\cdot Ce>0$ on nonzero vectors. Symmetry is no extra hypothesis, because it is part of the shape of `cubicStiffness`, and the proof checks it over all 36 entries. The remainder rewrites $W$ as $e\cdot Ce$ and applies the main theorem in both directions.

```lean
/-- The cubic stiffness matrix is positive definite if and only if `C11 - C12`,
`C11 + 2 C12` and `C44` are positive. -/
theorem stiffness_posDef_iff (C11 C12 C44 : ℝ) :
    (cubicStiffness C11 C12 C44).PosDef ↔
      0 < C11 - C12 ∧ 0 < C11 + 2 * C12 ∧ 0 < C44 := by
  rw [Matrix.posDef_iff_dotProduct_mulVec, ← born_stability_cubic]
  constructor
  · rintro ⟨_, h⟩ e he
    have h1 := @h e he
    rw [energy_eq_strain_dot_stress]
    exact h1
  · intro H
    refine ⟨?_, ?_⟩
    · -- the stiffness matrix is symmetric
      apply Matrix.IsHermitian.ext
      intro i j
      fin_cases i <;> fin_cases j <;> rfl
    · intro e he
      have h1 := H e he
      rw [energy_eq_strain_dot_stress] at h1
      exact h1
```

## Isotropy

An isotropic solid has $C_{11}-C_{12}=2C_{44}$. This hypothesis enters by substitution, $C_{11}=\lambda+2\mu$, $C_{12}=\lambda$, $C_{44}=\mu$, and is not derived from rotational invariance. The moduli become $2\mu$, $3\lambda+2\mu$ and $\mu$, so the first and third conditions coincide and two remain. The forward proof accordingly discards the first condition, and the reverse proof recovers it from $\mu>0$. Without isotropy the first condition cannot be dropped: the example $C_{11}=1$, $C_{12}=2$, $C_{44}=1$ satisfies the other two and still has a strain of negative energy.

```lean
/-- For an isotropic solid with Lamé constants `lam` and `mu`, so that `C11 = lam + 2 mu`,
`C12 = lam`, `C44 = mu`, the energy is positive for every nonzero strain if and only if
`mu` and `3 lam + 2 mu` are positive. -/
theorem isotropic_stability (lam mu : ℝ) :
    (∀ e, e ≠ 0 → 0 < cubicEnergy (lam + 2 * mu) lam mu e) ↔
      0 < mu ∧ 0 < 3 * lam + 2 * mu := by
  rw [born_stability_cubic]
  constructor
  · rintro ⟨_, h2, h3⟩
    exact ⟨h3, by linarith⟩
  · rintro ⟨h1, h2⟩
    exact ⟨by linarith, by linarith, h1⟩
```

## The two hypotheses of the Poisson bound

The last theorem concerns the strain $(1,-\nu,-\nu,0,0,0)$, a unit stretch along one cube axis with equal contraction along the other two. The hypothesis `hν` says that the stress along the second axis vanishes, and this is what makes $\nu$ the Poisson ratio for loading along a cube axis. The stress along the third axis is the same expression. By hand,

$$\sigma_2=C_{12}-\nu C_{11}-\nu C_{12}=0,$$

and `hl` computes this component. Without `hν` the number $\nu$ is unconstrained.

The hypothesis `hstab` is stability. It yields `h1` and `h2`, while the sign of $C_{44}$ is not used. From

$$C_{11}+C_{12}=\tfrac13(C_{11}-C_{12})+\tfrac23(C_{11}+2C_{12})$$

follows $C_{11}+C_{12}>0$, which is `hs`. Using $\nu(C_{11}+C_{12})=C_{12}$,

$$(1+\nu)(C_{11}+C_{12})=C_{11}+2C_{12}>0,\qquad(1-2\nu)(C_{11}+C_{12})=C_{11}-C_{12}>0,$$

so $-1<\nu<\tfrac12$. The proof runs both steps by contradiction. If $\nu\le-1$, the product $(-1-\nu)(C_{11}+C_{12})$ named `h4` is nonnegative, yet it equals $-(C_{11}+2C_{12})$. If $\nu\ge\tfrac12$, the product $(\nu-\tfrac12)(C_{11}+C_{12})$ is nonnegative, yet it equals $-\tfrac12(C_{11}-C_{12})$. Without `hstab` the bound fails: $C_{11}=1$, $C_{12}=2$ gives $\nu=\tfrac23$. Loading along other directions is not covered.

```lean
/-- If the cubic energy is positive for every nonzero strain, and a unit stretch along one
cube axis with lateral contraction `ν` along the other two gives no stress along the second
axis, then the Poisson ratio `ν` lies strictly between `-1` and `1/2`. -/
theorem poisson_ratio_bounds (C11 C12 C44 ν : ℝ)
    (hstab : ∀ e, e ≠ 0 → 0 < cubicEnergy C11 C12 C44 e)
    (hν : (cubicStiffness C11 C12 C44 *ᵥ ![1, -ν, -ν, 0, 0, 0]) 1 = 0) :
    -1 < ν ∧ ν < 1 / 2 := by
  obtain ⟨h1, h2, _⟩ := (born_stability_cubic C11 C12 C44).1 hstab
  -- the lateral stress is `C12 - ν (C11 + C12)`
  have hl : (cubicStiffness C11 C12 C44 *ᵥ ![1, -ν, -ν, 0, 0, 0]) 1
      = C12 - ν * (C11 + C12) := by
    simp [cubicStiffness, Matrix.mulVec, dotProduct, Fin.sum_univ_succ]
    ring
  rw [hl] at hν
  have hs : 0 < C11 + C12 := by linarith
  constructor
  · by_contra hc
    have h4 := mul_nonneg (show 0 ≤ -1 - ν by linarith [not_lt.1 hc]) hs.le
    nlinarith
  · by_contra hc
    have h4 := mul_nonneg (show 0 ≤ ν - 1 / 2 by linarith [not_lt.1 hc]) hs.le
    nlinarith

end CubicElasticStability
```

```lean
#print axioms CubicElasticStability.born_stability_cubic
#print axioms CubicElasticStability.stiffness_posDef_iff
#print axioms CubicElasticStability.isotropic_stability
#print axioms CubicElasticStability.poisson_ratio_bounds
```

```
'CubicElasticStability.born_stability_cubic' depends on axioms: [propext, Classical.choice, Quot.sound]
'CubicElasticStability.stiffness_posDef_iff' depends on axioms: [propext, Classical.choice, Quot.sound]
'CubicElasticStability.isotropic_stability' depends on axioms: [propext, Classical.choice, Quot.sound]
'CubicElasticStability.poisson_ratio_bounds' depends on axioms: [propext, Classical.choice, Quot.sound]
```
